# The slope of an orbital energy from the slopes of the Hamiltonian and overlap matrices

In a finite, possibly non-orthogonal basis that changes with a real parameter t, an orbital c(t) and its energy ε(t) satisfy H(t)c(t) = ε(t)S(t)c(t) for all t near t₀, where H and S are the real Hamiltonian and overlap matrices. `energy_derivative` states that ε is then differentiable at t₀, with derivative (cᵀH′c − ε cᵀS′c)/(cᵀSc), everything being taken at t₀. Here H′ and S′ are the full derivatives of the matrices with respect to t, so if H is a mean-field matrix built from the orbitals, H′ includes the change that comes through them. The matrices must be symmetric at t₀ and have entries differentiable there, while c itself need only be continuous at t₀ with cᵀSc ≠ 0; if it is normalised so that cᵀSc = 1, the denominator drops out. The proof takes an exact formula for the energy difference between t₀ and a nearby t, divides it by t − t₀, and lets t tend to t₀.

Lean 4 with Mathlib refuses this proof:

```lean
import Mathlib

open Matrix Filter Topology

namespace EnergyDerivative

noncomputable section

variable {n : Type*} [Fintype n]

/-- A symmetric matrix gives the same matrix element when its two vectors are exchanged. -/
theorem symm_exchange {A : Matrix n n ℝ} (hA : A.IsSymm) (u v : n → ℝ) :
    u ⬝ᵥ A *ᵥ v = v ⬝ᵥ A *ᵥ u := by
  rw [Matrix.dotProduct_mulVec, ← Matrix.mulVec_transpose, hA.eq, dotProduct_comm]

/-- Exact relation between orbital energies at two geometries, when the Hamiltonian and
overlap matrices of the first geometry are symmetric. -/
theorem energy_difference {H₀ H₁ S₀ S₁ : Matrix n n ℝ} {c₀ c₁ : n → ℝ} {e₀ e₁ : ℝ}
    (hH : H₀.IsSymm) (hS : S₀.IsSymm)
    (h₀ : H₀ *ᵥ c₀ = e₀ • (S₀ *ᵥ c₀)) (h₁ : H₁ *ᵥ c₁ = e₁ • (S₁ *ᵥ c₁)) :
    (e₁ - e₀) * (c₀ ⬝ᵥ S₁ *ᵥ c₁) =
      c₀ ⬝ᵥ (H₁ - H₀) *ᵥ c₁ - e₀ * (c₀ ⬝ᵥ (S₁ - S₀) *ᵥ c₁) := by
  have a : c₀ ⬝ᵥ H₁ *ᵥ c₁ = e₁ * (c₀ ⬝ᵥ S₁ *ᵥ c₁) := by
    rw [h₁, dotProduct_smul, smul_eq_mul]
  -- symmetry lets the old Hamiltonian act on the old orbital
  have b : c₀ ⬝ᵥ H₀ *ᵥ c₁ = e₀ * (c₀ ⬝ᵥ S₀ *ᵥ c₁) := by
    rw [symm_exchange hH c₀ c₁, h₀, dotProduct_smul, smul_eq_mul, symm_exchange hS c₁ c₀]
  simp only [Matrix.sub_mulVec, dotProduct_sub]
  linear_combination b - a

/-- Matrix elements converge when the matrix entries and the right-hand vector converge. -/
theorem tendsto_element {l : Filter ℝ} {A : ℝ → Matrix n n ℝ} {B : Matrix n n ℝ}
    {c : ℝ → n → ℝ} {d : n → ℝ} (u : n → ℝ)
    (hA : ∀ i j, Tendsto (fun t => A t i j) l (𝓝 (B i j)))
    (hc : ∀ j, Tendsto (fun t => c t j) l (𝓝 (d j))) :
    Tendsto (fun t => u ⬝ᵥ A t *ᵥ c t) l (𝓝 (u ⬝ᵥ B *ᵥ d)) := by
  simp only [Matrix.mulVec, dotProduct]
  exact tendsto_finsetSum _ fun i _ =>
    (tendsto_finsetSum _ fun j _ => (hA i j).mul (hc j)).const_mul _

/-- Derivative of an orbital energy in a moving basis, for matrices symmetric and differentiable
at `t₀` and a continuous orbital whose overlap norm is nonzero there. -/
theorem energy_derivative {H S : ℝ → Matrix n n ℝ} {H' S' : Matrix n n ℝ}
    {c : ℝ → n → ℝ} {ε : ℝ → ℝ} {t₀ : ℝ}
    (hHs : (H t₀).IsSymm) (hSs : (S t₀).IsSymm)
    (hH : ∀ i j, HasDerivAt (fun t => H t i j) (H' i j) t₀)
    (hS : ∀ i j, HasDerivAt (fun t => S t i j) (S' i j) t₀)
    (hc : ContinuousAt c t₀)
    (heig : ∀ᶠ t in 𝓝 t₀, H t *ᵥ c t = ε t • (S t *ᵥ c t))
    (hne : c t₀ ⬝ᵥ S t₀ *ᵥ c t₀ ≠ 0) :
    HasDerivAt ε ((c t₀ ⬝ᵥ H' *ᵥ c t₀ - ε t₀ * (c t₀ ⬝ᵥ S' *ᵥ c t₀)) /
      (c t₀ ⬝ᵥ S t₀ *ᵥ c t₀)) t₀ := by
  have hle : 𝓝[≠] t₀ ≤ 𝓝 t₀ := nhdsWithin_le_nhds
  have hcj : ∀ j, Tendsto (fun t => c t j) (𝓝 t₀) (𝓝 (c t₀ j)) := tendsto_pi_nhds.1 hc
  have hSt : Tendsto (fun t => c t₀ ⬝ᵥ S t *ᵥ c t) (𝓝 t₀) (𝓝 (c t₀ ⬝ᵥ S t₀ *ᵥ c t₀)) :=
    tendsto_element _ (fun i j => (hS i j).continuousAt) hcj
  -- difference quotients of the matrices, taken between the old and the new orbital
  have quot : ∀ (A : ℝ → Matrix n n ℝ) (A' : Matrix n n ℝ),
      (∀ i j, HasDerivAt (fun t => A t i j) (A' i j) t₀) →
      Tendsto (fun t => c t₀ ⬝ᵥ ((t - t₀)⁻¹ • (A t - A t₀)) *ᵥ c t) (𝓝[≠] t₀)
        (𝓝 (c t₀ ⬝ᵥ A' *ᵥ c t₀)) := by
    intro A A' hA
    refine tendsto_element _ (fun i j => ?_) (fun j => (hcj j).mono_left hle)
    refine Tendsto.congr (fun t => ?_) (hasDerivAt_iff_tendsto_slope.1 (hA i j))
    simp [slope]
  rw [hasDerivAt_iff_tendsto_slope]
  refine Tendsto.congr' ?_ (((quot H H' hH).sub ((quot S S' hS).const_mul (ε t₀))).div
    (hSt.mono_left hle) hne)
  filter_upwards [hle heig, hle (hSt.eventually_ne hne)] with t h1 h2
  have key := energy_difference hHs hSs heig.self_of_nhds h1
  simp only [slope, vsub_eq_sub, smul_eq_mul, Matrix.smul_mulVec, dotProduct_smul]
  rw [div_eq_iff h2]
  linear_combination (-(t - t₀)⁻¹) * key

end

end EnergyDerivative
```

Compiling this gives:

```
Main.lean:72:6: error: Tactic `rewrite` failed: Did not find an occurrence of the pattern
  @Eq ℝ (?m.408 / c t₀ ⬝ᵥ S t *ᵥ c t) ?m.410
in the target expression
  @Eq ℝ
    (((fun x => (x - t₀)⁻¹ * c t₀ ⬝ᵥ (H x - H t₀) *ᵥ c x - ε t₀ * ((x - t₀)⁻¹ * c t₀ ⬝ᵥ (S x - S t₀) *ᵥ c x)) / fun t =>
        c t₀ ⬝ᵥ S t *ᵥ c t)
      t)
    ((t - t₀)⁻¹ * (ε t - ε t₀))

n : Type u_1
inst✝ : Fintype n
H S : ℝ → Matrix n n ℝ
H' S' : Matrix n n ℝ
c : ℝ → n → ℝ
ε : ℝ → ℝ
t₀ : ℝ
hHs : (H t₀).IsSymm
hSs : (S t₀).IsSymm
hH : ∀ (i j : n), HasDerivAt (fun t => H t i j) (H' i j) t₀
hS : ∀ (i j : n), HasDerivAt (fun t => S t i j) (S' i j) t₀
hc : ContinuousAt c t₀
heig : ∀ᶠ (t : ℝ) in 𝓝 t₀, H t *ᵥ c t = ε t • S t *ᵥ c t
hne : c t₀ ⬝ᵥ S t₀ *ᵥ c t₀ ≠ 0
hle : 𝓝[≠] t₀ ≤ 𝓝 t₀
hcj : ∀ (j : n), Tendsto (fun t => c t j) (𝓝 t₀) (𝓝 (c t₀ j))
hSt : Tendsto (fun t => c t₀ ⬝ᵥ S t *ᵥ c t) (𝓝 t₀) (𝓝 (c t₀ ⬝ᵥ S t₀ *ᵥ c t₀))
quot :
  ∀ (A : ℝ → Matrix n n ℝ) (A' : Matrix n n ℝ),
    (∀ (i j : n), HasDerivAt (fun t => A t i j) (A' i j) t₀) →
      Tendsto (fun t => c t₀ ⬝ᵥ ((t - t₀)⁻¹ • (A t - A t₀)) *ᵥ c t) (𝓝[≠] t₀) (𝓝 (c t₀ ⬝ᵥ A' *ᵥ c t₀))
t : ℝ
h1 : H t *ᵥ c t = ε t • S t *ᵥ c t
h2 : c t₀ ⬝ᵥ S t *ᵥ c t ≠ 0
key : (ε t - ε t₀) * c t₀ ⬝ᵥ S t *ᵥ c t = c t₀ ⬝ᵥ (H t - H t₀) *ᵥ c t - ε t₀ * c t₀ ⬝ᵥ (S t - S t₀) *ᵥ c t
⊢ ((fun x => (x - t₀)⁻¹ * c t₀ ⬝ᵥ (H x - H t₀) *ᵥ c x - ε t₀ * ((x - t₀)⁻¹ * c t₀ ⬝ᵥ (S x - S t₀) *ᵥ c x)) / fun t =>
        c t₀ ⬝ᵥ S t *ᵥ c t)
      t =
    (t - t₀)⁻¹ * (ε t - ε t₀)
```

The repair, with which the file compiles:

```diff
@@ -69,5 +69,6 @@
   filter_upwards [hle heig, hle (hSt.eventually_ne hne)] with t h1 h2
   have key := energy_difference hHs hSs heig.self_of_nhds h1
-  simp only [slope, vsub_eq_sub, smul_eq_mul, Matrix.smul_mulVec, dotProduct_smul]
+  simp only [Pi.div_apply, slope, vsub_eq_sub, smul_eq_mul, Matrix.smul_mulVec,
+    dotProduct_smul]
   rw [div_eq_iff h2]
   linear_combination (-(t - t₀)⁻¹) * key
```

The error comes in the last step, where the difference quotient of ε has to be matched with the expression whose limit is known. `div_eq_iff h2` would clear the denominator, but `rw` reports that it can't find an equation whose left side is a quotient of real numbers with denominator `c t₀ ⬝ᵥ S t *ᵥ c t`.

The limit was built with `.div`, and in the goal the division stands between two functions, with the result then applied to `t`. That is the form `(f / g) t`, whereas the rewrite looks for `f t / g t`. The two are equal by definition, but `rw` doesn't unfold the division of functions to find its pattern. The `simp only` call before it had no lemma for this step, so it left the division as it was.

The repair adds `Pi.div_apply`, which says that `(f / g) t` is `f t / g t`. After that the real quotient is visible and `div_eq_iff h2` applies. Moving `dotProduct_smul` to a new line is only layout.
